# Stability of biorthogonal projectors when $\|P^{\mathsf H}\Delta\|<1$

Suppose the smooth partial waves of a PAW or ultrasoft dataset change while the projectors, dual to the old partial waves, stay as they were. A function with coefficients $c$ in the new partial waves is then read as having coefficients $(1+K)c$, where $K$ is the overlap of the old projectors with the change. Unless $K=0$, the projectors must be updated if they are to return $c$ again. The update studied here recombines the old projectors, and it can be very large if $1+K$ is nearly singular. The condition $\|K\|<1$ makes this update possible and bounds its size, for finitely many channels in a fixed finite basis.

## Partial waves as columns

Let the columns of $P$, $\Phi$ and $\Delta$ hold the projectors, the smooth partial waves and their change. Rows (`n`) label basis functions and columns (`m`) label channels. The entries of $P^{\mathsf H}\Phi$ are the overlaps $\langle p_i|\tilde\phi_j\rangle$, which presumes an orthonormal basis. How well that basis represents the real-space functions is a separate question. All norms are $\ell^2$ operator norms, that is, largest singular values.

In Lean 4 with Mathlib:

```lean
import Mathlib

open Matrix
open scoped Matrix.Norms.L2Operator

namespace ProjectorStability

noncomputable section

variable {n m : Type*} [Fintype n] [Fintype m] [DecidableEq m]
```

With $K=P^{\mathsf H}\Delta$, the updated projectors are

$$P'=P\,\big((1+K)^{\mathsf H}\big)^{-1}.$$

They are combinations of the old ones.

```lean
/-- The updated projectors `P' = P ((1 + Pᴴ Δ)ᴴ)⁻¹` after the smooth partial waves change
by `Δ`; the formula is meant for invertible `1 + Pᴴ Δ`. -/
def updatedProjectors (P Δ : Matrix n m ℂ) : Matrix n m ℂ :=
  P * ((1 + Pᴴ * Δ)ᴴ)⁻¹
```

## Inverting the overlap

For $\|K\|<1$ the Neumann series $1-K+K^2-\cdots$ converges to an inverse of $1+K$. Mathlib's `Units.oneSub`, applied to $-K$, supplies it.

```lean
/-- If `K` has operator norm below one, then `1 + K` is invertible. -/
theorem isUnit_one_add (K : Matrix m m ℂ) (hK : ‖K‖ < 1) : IsUnit (1 + K) := by
  have : CompleteSpace (Matrix m m ℂ) := FiniteDimensional.complete ℂ _
  -- the Neumann series of `1 - (-K)` converges
  exact ⟨Units.oneSub (-K) (by rwa [norm_neg]), by simp⟩
```

Let $B=(1+K)^{-1}$ and $k=\|K\|$. From $(1+K)B=1$,

$$B-1=-K-K(B-1),\qquad B-1+K=-K(B-1).$$

Taking norms in the first identity gives $\|B-1\|\le k+k\|B-1\|$, hence $\|B-1\|\le k/(1-k)$. The second then gives $\|B-1+K\|\le k^2/(1-k)$. In the proof, `e1` and `e2` are the two identities, and `hn` and `hb` are the two steps of the first estimate.

```lean
/-- If `k = ‖K‖ < 1`, the inverse of `1 + K` differs from `1` by at most `k / (1 - k)`, and
from its first-order expansion `1 - K` by at most `k² / (1 - k)`. -/
theorem norm_inverse_bounds (K : Matrix m m ℂ) (hK : ‖K‖ < 1) :
    ‖(1 + K)⁻¹ - 1‖ ≤ ‖K‖ / (1 - ‖K‖) ∧
      ‖(1 + K)⁻¹ - 1 + K‖ ≤ ‖K‖ ^ 2 / (1 - ‖K‖) := by
  have h1 : (1 + K) * (1 + K)⁻¹ = 1 :=
    Matrix.mul_nonsing_inv _ ((Matrix.isUnit_iff_isUnit_det _).1 (isUnit_one_add K hK))
  generalize (1 + K)⁻¹ = B at h1 ⊢
  -- the inverse solves a fixed-point equation
  have e1 : B - 1 = -(K + K * (B - 1)) := by
    linear_combination (norm := noncomm_ring) h1
  have e2 : B - 1 + K = -(K * (B - 1)) := by
    linear_combination (norm := noncomm_ring) h1
  have hn : ‖B - 1‖ ≤ ‖K‖ + ‖K‖ * ‖B - 1‖ :=
    calc ‖B - 1‖ = ‖-(K + K * (B - 1))‖ := congrArg norm e1
      _ = ‖K + K * (B - 1)‖ := norm_neg _
      _ ≤ ‖K‖ + ‖K * (B - 1)‖ := norm_add_le _ _
      _ ≤ ‖K‖ + ‖K‖ * ‖B - 1‖ := add_le_add le_rfl (Matrix.l2_opNorm_mul _ _)
  have hb : ‖B - 1‖ ≤ ‖K‖ / (1 - ‖K‖) := by
    rw [le_div_iff₀ (by linarith)]
    linarith
  refine ⟨hb, ?_⟩
  calc ‖B - 1 + K‖ = ‖K * (B - 1)‖ := by rw [e2, norm_neg]
    _ ≤ ‖K‖ * ‖B - 1‖ := Matrix.l2_opNorm_mul _ _
    _ ≤ ‖K‖ * (‖K‖ / (1 - ‖K‖)) := mul_le_mul_of_nonneg_left hb (norm_nonneg _)
    _ = ‖K‖ ^ 2 / (1 - ‖K‖) := by ring
```

## Duality and the size of the update

Assume $P^{\mathsf H}\Phi=1$ (`hdual`), the biorthogonality imposed when projectors are constructed, and $k<1$ (`hk`): seen through the old projectors, the change is smaller than the unit overlap. Since $P'^{\mathsf H}=BP^{\mathsf H}$,

$$P'^{\mathsf H}(\Phi+\Delta)=B(1+K)=1.$$

Also $P'-P=P(B-1)^{\mathsf H}$. The norm is submultiplicative and unchanged by the adjoint, so

$$\|P'-P\|\le\|P\|\,\frac{k}{1-k}.$$

The theorem states both conclusions, and its proof treats them in this order.

```lean
/-- **Stability of biorthogonal projectors.** If `P` is dual to the smooth partial waves `Φ`
and `k = ‖Pᴴ Δ‖ < 1`, then the updated projectors are dual to `Φ + Δ` and differ from `P`
by at most `‖P‖ k / (1 - k)` in operator norm. -/
theorem projector_stability (P Φ Δ : Matrix n m ℂ) (hdual : Pᴴ * Φ = 1)
    (hk : ‖Pᴴ * Δ‖ < 1) :
    (updatedProjectors P Δ)ᴴ * (Φ + Δ) = 1 ∧
      ‖updatedProjectors P Δ - P‖ ≤ ‖P‖ * (‖Pᴴ * Δ‖ / (1 - ‖Pᴴ * Δ‖)) := by
  constructor
  · -- the new overlap is `(1 + Pᴴ Δ)⁻¹ (1 + Pᴴ Δ)`
    rw [updatedProjectors, ← Matrix.conjTranspose_nonsing_inv, Matrix.conjTranspose_mul,
      Matrix.conjTranspose_conjTranspose, Matrix.mul_assoc, Matrix.mul_add, hdual]
    exact Matrix.nonsing_inv_mul _
      ((Matrix.isUnit_iff_isUnit_det _).1 (isUnit_one_add _ hk))
  · have e : updatedProjectors P Δ - P = P * ((1 + Pᴴ * Δ)⁻¹ - 1)ᴴ := by
      rw [updatedProjectors, ← Matrix.conjTranspose_nonsing_inv, Matrix.conjTranspose_sub,
        Matrix.conjTranspose_one, Matrix.mul_sub, Matrix.mul_one]
    rw [e]
    refine (Matrix.l2_opNorm_mul _ _).trans ?_
    rw [Matrix.l2_opNorm_conjTranspose]
    exact mul_le_mul_of_nonneg_left (norm_inverse_bounds _ hk).1 (norm_nonneg _)
```

The same argument, with the second estimate for $B$, controls linear response. Because $K^{\mathsf H}=\Delta^{\mathsf H}P$,

$$P'-(P-P\Delta^{\mathsf H}P)=P(B-1+K)^{\mathsf H},$$

whose norm is at most $\|P\|k^2/(1-k)$. Duality is not used here.

```lean
/-- If `k = ‖Pᴴ Δ‖ < 1`, the updated projectors agree with the linear-response formula
`P - P Δᴴ P` up to an error of at most `‖P‖ k² / (1 - k)`. -/
theorem first_order_response (P Δ : Matrix n m ℂ) (hk : ‖Pᴴ * Δ‖ < 1) :
    ‖updatedProjectors P Δ - (P - P * (Δᴴ * P))‖ ≤
      ‖P‖ * (‖Pᴴ * Δ‖ ^ 2 / (1 - ‖Pᴴ * Δ‖)) := by
  have e : updatedProjectors P Δ - (P - P * (Δᴴ * P)) =
      P * ((1 + Pᴴ * Δ)⁻¹ - 1 + Pᴴ * Δ)ᴴ := by
    rw [updatedProjectors, ← Matrix.conjTranspose_nonsing_inv, Matrix.conjTranspose_add,
      Matrix.conjTranspose_sub, Matrix.conjTranspose_one, Matrix.conjTranspose_mul Pᴴ Δ,
      Matrix.conjTranspose_conjTranspose, Matrix.mul_add, Matrix.mul_sub, Matrix.mul_one]
    abel
  rw [e]
  refine (Matrix.l2_opNorm_mul _ _).trans ?_
  rw [Matrix.l2_opNorm_conjTranspose]
  exact mul_le_mul_of_nonneg_left (norm_inverse_bounds _ hk).2 (norm_nonneg _)
```

If only the separate sizes of $P$ and $\Delta$ are known, put $s=\|P\|\|\Delta\|$. Then $k\le s$, and $x/(1-x)$ increases on $[0,1)$, so $s<1$ gives duality and the bound with $s$ in place of $k$.

```lean
/-- If `P` is dual to `Φ` and `s = ‖P‖ ‖Δ‖ < 1`, then the updated projectors are dual to
`Φ + Δ` and differ from `P` by at most `‖P‖ s / (1 - s)`. -/
theorem stability_of_small_change (P Φ Δ : Matrix n m ℂ) (hdual : Pᴴ * Φ = 1)
    (hs : ‖P‖ * ‖Δ‖ < 1) :
    (updatedProjectors P Δ)ᴴ * (Φ + Δ) = 1 ∧
      ‖updatedProjectors P Δ - P‖ ≤ ‖P‖ * (‖P‖ * ‖Δ‖ / (1 - ‖P‖ * ‖Δ‖)) := by
  have hle : ‖Pᴴ * Δ‖ ≤ ‖P‖ * ‖Δ‖ := by
    classical
    have h := Matrix.l2_opNorm_mul Pᴴ Δ
    rwa [Matrix.l2_opNorm_conjTranspose] at h
  obtain ⟨h1, h2⟩ := projector_stability P Φ Δ hdual (hle.trans_lt hs)
  refine ⟨h1, h2.trans (mul_le_mul_of_nonneg_left ?_ (norm_nonneg _))⟩
  -- `k / (1 - k)` increases with `k`
  rw [div_le_div_iff₀ (by linarith) (by linarith)]
  linarith
```

## Shrinking the partial waves

Take $\Delta=-t\Phi$ with $0\le t<1$. Then $K=-t\,1$, and with at least one channel $\|K\|=t$. All projectors are stretched by the same factor:

$$P'=\frac{P}{1-t},\qquad \|P'-P\|=\|P\|\,\frac{t}{1-t}.$$

The bound is therefore attained for every dual pair with a channel. In the proof, `hA` computes $(1+K)^{\mathsf H}$, `hinv` inverts it and `hd` gives the difference.

```lean
/-- The stability bound is attained: for every dual pair with at least one channel and every
`0 ≤ t < 1`, the change `Δ = -t Φ` has `‖Pᴴ Δ‖ = t` and moves the projectors by exactly
`‖P‖ t / (1 - t)`. -/
theorem stability_bound_attained [Nonempty m] (P Φ : Matrix n m ℂ) (hdual : Pᴴ * Φ = 1)
    (t : ℝ) (h0 : 0 ≤ t) (h1 : t < 1) :
    ‖Pᴴ * (-((t : ℂ) • Φ))‖ = t ∧
      ‖updatedProjectors P (-((t : ℂ) • Φ)) - P‖ = ‖P‖ * (t / (1 - t)) := by
  have hK : Pᴴ * (-((t : ℂ) • Φ)) = -((t : ℂ) • (1 : Matrix m m ℂ)) := by
    rw [Matrix.mul_neg, Matrix.mul_smul, hdual]
  have hc : (1 - (t : ℂ)) ≠ 0 := by
    have h : (1 - t : ℝ) ≠ 0 := by linarith
    exact_mod_cast h
  have hcc := mul_inv_cancel₀ hc
  constructor
  · rw [hK, norm_neg, norm_smul, CStarRing.norm_one, mul_one, Complex.norm_real,
      Real.norm_of_nonneg h0]
  · have hst : star (t : ℂ) = t := Complex.conj_ofReal t
    have hA : (1 + Pᴴ * (-((t : ℂ) • Φ)))ᴴ = (1 - (t : ℂ)) • (1 : Matrix m m ℂ) := by
      rw [hK, Matrix.conjTranspose_add, Matrix.conjTranspose_neg, Matrix.conjTranspose_smul,
        Matrix.conjTranspose_one, hst]
      module
    have hinv : ((1 - (t : ℂ)) • (1 : Matrix m m ℂ))⁻¹ = (1 - (t : ℂ))⁻¹ • 1 := by
      apply Matrix.inv_eq_right_inv
      rw [Matrix.smul_mul, Matrix.one_mul, smul_smul, hcc, one_smul]
    have hcoef : (1 - (t : ℂ))⁻¹ = 1 + ((t / (1 - t) : ℝ) : ℂ) := by
      push_cast
      rw [div_eq_mul_inv]
      linear_combination hcc
    -- all projectors are stretched by the common factor `1 / (1 - t)`
    have hd : updatedProjectors P (-((t : ℂ) • Φ)) - P = ((t / (1 - t) : ℝ) : ℂ) • P := by
      rw [updatedProjectors, hA, hinv, Matrix.mul_smul, Matrix.mul_one, hcoef]
      module
    rw [hd, norm_smul, Complex.norm_real,
      Real.norm_of_nonneg (div_nonneg h0 (by linarith)), mul_comm]
```

In the limiting case $t=1$ the new partial waves $\Phi+\Delta$ vanish. Any candidate $Q$ then has $Q^{\mathsf H}(\Phi+\Delta)=0\ne1$, so no dual projectors exist although $\|K\|$ is exactly 1. Other changes with $\|K\|=1$ can be harmless: $\Delta=\Phi$ merely doubles the partial waves.

```lean
/-- The condition `‖Pᴴ Δ‖ < 1` cannot be relaxed to `≤ 1`: for every dual pair with at least
one channel, `Δ = -Φ` has `‖Pᴴ Δ‖ = 1` and no family `Q` is dual to `Φ + Δ`. -/
theorem duality_lost_at_threshold [Nonempty m] (P Φ : Matrix n m ℂ) (hdual : Pᴴ * Φ = 1) :
    ‖Pᴴ * (-Φ)‖ = 1 ∧ ∀ Q : Matrix n m ℂ, Qᴴ * (Φ + -Φ) ≠ 1 := by
  constructor
  · rw [Matrix.mul_neg, hdual, norm_neg, CStarRing.norm_one]
  · intro Q h
    rw [add_neg_cancel, Matrix.mul_zero] at h
    exact zero_ne_one h
```

## Two channels in three basis functions

The partial waves $(1,0,1)$ and $(1,1,0)$ are not orthogonal. Their projectors $(1,-1,0)$ and $(0,1,0)$ satisfy the duality relation. Changing the partial waves by $(\tfrac12,0,0)$ and $(\tfrac12,\tfrac12,1)$ gives $K=\tfrac12\,1$, so $k=\tfrac12$ and both hypotheses of `projector_stability` are met. The proof computes the two products entry by entry and then takes the norm.

```lean
/-- Two non-orthogonal partial waves in three basis functions, with dual projectors and a
change `Δ`, that meet the hypotheses of the stability theorem. -/
theorem projector_stability_witness :
    (!![1, 0; -1, 1; 0, 0] : Matrix (Fin 3) (Fin 2) ℂ)ᴴ *
        (!![1, 1; 0, 1; 1, 0] : Matrix (Fin 3) (Fin 2) ℂ) = 1 ∧
      ‖(!![1, 0; -1, 1; 0, 0] : Matrix (Fin 3) (Fin 2) ℂ)ᴴ *
        (!![1/2, 1/2; 0, 1/2; 0, 1] : Matrix (Fin 3) (Fin 2) ℂ)‖ < 1 := by
  constructor
  · ext i j
    fin_cases i <;> fin_cases j <;> simp [Matrix.mul_apply, Fin.sum_univ_succ]
  · have hK : (!![1, 0; -1, 1; 0, 0] : Matrix (Fin 3) (Fin 2) ℂ)ᴴ *
        (!![1/2, 1/2; 0, 1/2; 0, 1] : Matrix (Fin 3) (Fin 2) ℂ) =
          (1/2 : ℂ) • (1 : Matrix (Fin 2) (Fin 2) ℂ) := by
      ext i j
      fin_cases i <;> fin_cases j <;> simp [Matrix.mul_apply, Fin.sum_univ_succ]
    rw [hK, norm_smul, CStarRing.norm_one]
    norm_num

end

end ProjectorStability
```

```lean
#print axioms ProjectorStability.projector_stability
-- 'ProjectorStability.projector_stability' depends on axioms: [propext, Classical.choice, Quot.sound]
#print axioms ProjectorStability.stability_of_small_change
-- 'ProjectorStability.stability_of_small_change' depends on axioms: [propext, Classical.choice, Quot.sound]
#print axioms ProjectorStability.stability_bound_attained
-- 'ProjectorStability.stability_bound_attained' depends on axioms: [propext, Classical.choice, Quot.sound]
#print axioms ProjectorStability.duality_lost_at_threshold
-- 'ProjectorStability.duality_lost_at_threshold' depends on axioms: [propext, Classical.choice, Quot.sound]
```
